# Vanishing effective quadratic coefficients of the nonzero order parameters at a local minimum of a Landau free energy with symmetric biquadratic couplings

The Landau free energy here is ∑ aᵢxᵢ² + ∑ Bᵢⱼxᵢ²xⱼ², for finitely many real order parameters xᵢ and a symmetric real coupling matrix B. The lemma `effectiveCoeff_eq_zero` says that at a local minimum every order with xᵢ ≠ 0 has effective quadratic coefficient aᵢ + 2∑ⱼ Bᵢⱼxⱼ² equal to zero. The proof shifts the squared amplitude of order i alone by a small t of either sign, which changes the energy by tL + t²Q, where L is the effective coefficient. This change is nonnegative for all t near 0, so it has a local minimum at t = 0, and its derivative there, L, must vanish.

This version doesn't compile in Lean 4 with Mathlib:

```lean
import Mathlib

open Filter Topology

namespace EffectiveCoeffEqZero

noncomputable section

variable {ι : Type*} [Fintype ι]

/-- The Landau free energy `∑ aᵢ xᵢ² + ∑ Bᵢⱼ xᵢ² xⱼ²` of coupled order parameters. -/
def landau (a : ι → ℝ) (B : Matrix ι ι ℝ) (x : ι → ℝ) : ℝ :=
  ∑ i, a i * x i ^ 2 + ∑ i, ∑ j, B i j * x i ^ 2 * x j ^ 2

/-- The quadratic form `∑ Bᵢⱼ vᵢ vⱼ` of the quartic couplings. -/
def couplingForm (B : Matrix ι ι ℝ) (v : ι → ℝ) : ℝ :=
  ∑ i, ∑ j, B i j * v i * v j

/-- The effective quadratic coefficient `aᵢ + 2 ∑ Bᵢⱼ xⱼ²` of order `i` in the state `x`. -/
def effectiveCoeff (a : ι → ℝ) (B : Matrix ι ι ℝ) (x : ι → ℝ) (i : ι) : ℝ :=
  a i + 2 * ∑ j, B i j * x j ^ 2

/-- For symmetric couplings the free energy is exactly quadratic in the changes of the squared
amplitudes, with the effective coefficients as its linear part. -/
theorem landau_expansion {B : Matrix ι ι ℝ} (hB : B.IsSymm) (a x z : ι → ℝ) :
    landau a B z = landau a B x + ∑ i, effectiveCoeff a B x i * (z i ^ 2 - x i ^ 2)
      + couplingForm B (fun i => z i ^ 2 - x i ^ 2) := by
  -- the two cross terms agree by symmetry
  have hs : ∑ i, ∑ j, B i j * x i ^ 2 * (z j ^ 2 - x j ^ 2)
      = ∑ i, ∑ j, B i j * (z i ^ 2 - x i ^ 2) * x j ^ 2 := by
    rw [Finset.sum_comm]
    refine Finset.sum_congr rfl fun i _ => Finset.sum_congr rfl fun j _ => ?_
    rw [hB.apply i j]
    ring
  have hq : ∑ i, ∑ j, B i j * z i ^ 2 * z j ^ 2 = ∑ i, ∑ j, B i j * x i ^ 2 * x j ^ 2
      + ∑ i, ∑ j, B i j * x i ^ 2 * (z j ^ 2 - x j ^ 2)
      + ∑ i, ∑ j, B i j * (z i ^ 2 - x i ^ 2) * x j ^ 2
      + couplingForm B (fun i => z i ^ 2 - x i ^ 2) := by
    simp only [couplingForm, ← Finset.sum_add_distrib]
    exact Finset.sum_congr rfl fun i _ => Finset.sum_congr rfl fun j _ => by ring
  have hf : ∑ i, a i * x i ^ 2 + ∑ i, effectiveCoeff a B x i * (z i ^ 2 - x i ^ 2)
      = ∑ i, a i * z i ^ 2 + 2 * ∑ i, ∑ j, B i j * (z i ^ 2 - x i ^ 2) * x j ^ 2 := by
    rw [Finset.mul_sum, ← Finset.sum_add_distrib, ← Finset.sum_add_distrib]
    refine Finset.sum_congr rfl fun i _ => ?_
    have e : ∑ j, B i j * (z i ^ 2 - x i ^ 2) * x j ^ 2
        = (∑ j, B i j * x j ^ 2) * (z i ^ 2 - x i ^ 2) := by
      rw [Finset.sum_mul]
      exact Finset.sum_congr rfl fun j _ => by ring
    rw [e, effectiveCoeff]
    ring
  unfold landau
  linear_combination hq + hs - hf

/-- At a local minimum with symmetric couplings, a small shift `t v` of the squared amplitudes of
the nonzero orders, with either sign of `t`, does not lower the free energy. -/
theorem shift_nonneg {B : Matrix ι ι ℝ} (hB : B.IsSymm) {a x : ι → ℝ}
    (hmin : IsLocalMin (landau a B) x) (v : ι → ℝ) (hv : ∀ i, x i = 0 → v i = 0) :
    ∀ᶠ t in 𝓝 (0 : ℝ),
      0 ≤ t * ∑ i, effectiveCoeff a B x i * v i + t ^ 2 * couplingForm B v := by
  -- the path along which the squared amplitudes move linearly
  let γ : ℝ → ι → ℝ := fun t i => x i * Real.sqrt (1 + t * (v i / x i ^ 2))
  have hγ : Continuous γ := by
    refine continuous_pi fun i => ?_
    simp only [γ]
    fun_prop
  have h0 : γ 0 = x := by
    funext i
    simp [γ]
  have ht := hγ.tendsto 0
  rw [h0] at ht
  have hmin' : ∀ᶠ t in 𝓝 (0 : ℝ), landau a B x ≤ landau a B (γ t) := ht.eventually hmin
  have hpos : ∀ᶠ t in 𝓝 (0 : ℝ), ∀ i, 0 < 1 + t * (v i / x i ^ 2) := by
    rw [Filter.eventually_all]
    intro i
    have hc : Continuous fun t : ℝ => 1 + t * (v i / x i ^ 2) := by fun_prop
    exact (hc.tendsto 0).eventually (lt_mem_nhds (by simp))
  filter_upwards [hmin', hpos] with t h1 h2
  have hsq : ∀ i, γ t i ^ 2 - x i ^ 2 = t * v i := by
    intro i
    by_cases hx : x i = 0
    · simp [γ, hx, hv i hx]
    · have e : x i ^ 2 * (v i / x i ^ 2) = v i := by field_simp
      simp only [γ]
      rw [mul_pow, Real.sq_sqrt (h2 i).le]
      linear_combination t * e
  rw [landau_expansion hB a x (γ t)] at h1
  simp only [hsq] at h1
  have e1 : ∑ i, effectiveCoeff a B x i * (t * v i)
      = t * ∑ i, effectiveCoeff a B x i * v i := by
    rw [Finset.mul_sum]
    exact Finset.sum_congr rfl fun i _ => by ring
  have e2 : couplingForm B (fun i => t * v i) = t ^ 2 * couplingForm B v := by
    simp only [couplingForm, Finset.mul_sum]
    exact Finset.sum_congr rfl fun i _ => Finset.sum_congr rfl fun j _ => by ring
  rw [e1, e2] at h1
  linarith

/-- At a local minimum with symmetric couplings, the effective quadratic coefficient of every
nonzero order vanishes. -/
theorem effectiveCoeff_eq_zero {B : Matrix ι ι ℝ} (hB : B.IsSymm) {a x : ι → ℝ}
    (hmin : IsLocalMin (landau a B) x) {i : ι} (hi : x i ≠ 0) :
    effectiveCoeff a B x i = 0 := by
  classical
  have aux : ∀ L Q : ℝ, (∀ᶠ t in 𝓝 (0 : ℝ), 0 ≤ t * L + t ^ 2 * Q) → L = 0 := by
    intro L Q h
    have hm : IsLocalMin (fun t : ℝ => t * L + t ^ 2 * Q) 0 := by
      show ∀ᶠ t in 𝓝 (0 : ℝ), (0 : ℝ) * L + 0 ^ 2 * Q ≤ t * L + t ^ 2 * Q
      filter_upwards [h] with t ht
      linarith
    have hd : HasDerivAt (fun t : ℝ => t * L + t ^ 2 * Q) L 0 := by
      simpa using ((hasDerivAt_id' (0 : ℝ)).mul_const L).fun_add
        ((hasDerivAt_pow 2 (0 : ℝ)).mul_const Q)
    exact hm.hasDerivAt_eq_zero hd
  have h := aux _ _ (shift_nonneg hB hmin (fun k => if k = i then 1 else 0)
    (fun k hk => if_neg fun e => hi (e ▸ hk)))
  simpa using h

end

end EffectiveCoeffEqZero
```

Messages:

```
Main.lean:115:37: error: invalid `▸` notation, argument
  e
has type
  ?m.331
equality expected
```

What went wrong. The shift lemma `shift_nonneg` requires a proof that the chosen shift is zero wherever the order parameter is zero. The attempt gave it inline as `if_neg fun e => hi (e ▸ hk)`, where `e` was meant to be the equation `k = i`, which would turn `hk : x k = 0` into `x i = 0` and so contradict `hi`. But the type of `e` is the condition of the `if`, and Lean had not yet determined that condition when it reached `▸`. The message shows the type as the placeholder `?m.331`, and `▸` needs an equality to rewrite with.

The repair proves the requirement beforehand, as `hv`, with the `if` written out. Inside it, `hki` is declared to have type `k ≠ i`, so `e` is known to be `k = i` and the same term `hi (e ▸ hk)` is accepted. Then `simp [hki]` reduces the `if` to its zero branch, and `hv` is passed to `shift_nonneg`. The added comment only describes the step.

The repair, with which the file compiles:

```diff
@@ -112,6 +112,10 @@
         ((hasDerivAt_pow 2 (0 : ℝ)).mul_const Q)
     exact hm.hasDerivAt_eq_zero hd
-  have h := aux _ _ (shift_nonneg hB hmin (fun k => if k = i then 1 else 0)
-    (fun k hk => if_neg fun e => hi (e ▸ hk)))
+  -- shift the squared amplitude of order `i` alone
+  have hv : ∀ k, x k = 0 → (if k = i then (1 : ℝ) else 0) = 0 := by
+    intro k hk
+    have hki : k ≠ i := fun e => hi (e ▸ hk)
+    simp [hki]
+  have h := aux _ _ (shift_nonneg hB hmin (fun k => if k = i then 1 else 0) hv)
   simpa using h
 
```
